# Relaxation and Instability of Terrace Widths in Linear Step Flow on a Ring

Take two terraces of widths $l_0$ and $l_1$ on a periodic vicinal surface. Each step advances with velocity $a$ times the width of the terrace ahead plus $b$ times the width of the terrace behind. A terrace widens at the velocity of its front step minus that of its back step, so

$$l_0' = (a l_1 + b l_0) - (a l_0 + b l_1) = -(a-b)(l_0-l_1).$$

If $a>b$, the wider terrace shrinks. If $a<b$, it widens further.

## The ring of terraces

There are $N\ge 1$ terraces, indexed by `ZMod N`, so that $n+1$ and $n-1$ wrap around.

In Lean 4 with Mathlib:

```lean
import Mathlib

open Filter Topology

namespace StepFlowStability

noncomputable section

variable {N : ℕ} [NeZero N]
```

For single-layer steps growing from a uniform flux of atoms, $a$ is the flux in monolayers per unit time multiplied by the fraction of the atoms landing on the terrace ahead that the step captures. The constant $b$ is the same for the terrace behind. In general these fractions can depend on the terrace width. Here $a$ and $b$ are postulated constants, and may be any real numbers. `rate` is the resulting $l_n'$.

```lean
/-- Rate of change of the width of terrace `n` on a ring: `a` times (next width minus own width)
plus `b` times (own width minus previous width). -/
def rate (a b : ℝ) (l : ZMod N → ℝ) (n : ZMod N) : ℝ :=
  a * (l (n + 1) - l n) + b * (l n - l (n - 1))
```

`IsStepFlow` says that given widths $l_n(t)$ solve these equations at every $t\ge0$, with a two-sided derivative at $t=0$. Widths are real numbers of either sign.

```lean
/-- The widths `l t n` obey the step-flow equations at all times `t ≥ 0`. -/
def IsStepFlow (a b : ℝ) (l : ℝ → ZMod N → ℝ) : Prop :=
  ∀ t, 0 ≤ t → ∀ n, HasDerivAt (fun s => l s n) (rate a b (l t) n) t
```

Write $m$ for the mean width and $V$ for the variance, with divisor $N$.

```lean
/-- Mean terrace width of a ring of `N ≥ 1` terraces. -/
def mean (l : ZMod N → ℝ) : ℝ := (∑ n, l n) / N

/-- Variance of the terrace widths of a ring of `N ≥ 1` terraces. -/
def variance (l : ZMod N → ℝ) : ℝ := (∑ n, (l n - mean l) ^ 2) / N
```

## (a) Differences around the ring

Show for any $g$ on the ring that
$$\sum_n (g_{n+1}-g_n)=0.$$

**Solution.** The shift $n\mapsto n+1$ permutes the ring, so $\sum_n g_{n+1}=\sum_n g_n$. `Equiv.sum_comp` is this relabelling.

```lean
/-- The differences between neighbours add up to zero around a ring. -/
theorem sum_step_eq_zero (g : ZMod N → ℝ) : ∑ n, (g (n + 1) - g n) = 0 := by
  rw [Finset.sum_sub_distrib, sub_eq_zero]
  exact Equiv.sum_comp (Equiv.addRight (1 : ZMod N)) g
```

## (b) Rate of change of the mean

Show that at each $t\ge0$
$$m'(t)=0.$$

**Solution.** With the step velocity $g_n=a l_n+b l_{n-1}$, the equations read $l_n'=g_{n+1}-g_n$. Sum over $n$, use (a) and divide by $N$.

```lean
/-- Under step flow the mean width has zero time derivative at each `t ≥ 0`. -/
theorem hasDerivAt_mean {a b : ℝ} {l : ℝ → ZMod N → ℝ} (h : IsStepFlow a b l)
    {t : ℝ} (ht : 0 ≤ t) : HasDerivAt (fun s => mean (l s)) 0 t := by
  have hs : ∑ n, rate a b (l t) n = 0 := by
    refine (Finset.sum_congr rfl fun n _ => ?_).trans
      (sum_step_eq_zero (fun n => a * l t n + b * l t (n - 1)))
    simp only [rate, add_sub_cancel_right]
    ring
  have hd := (HasDerivAt.fun_sum (u := Finset.univ) (fun n _ => h t ht n)).div_const (N : ℝ)
  rw [hs, zero_div] at hd
  exact hd
```

## (c) The mean at later times

Show for $t\ge0$ that
$$m(t)=m(0).$$

**Solution.** By (b) the derivative vanishes throughout $[0,t]$, so $m$ is constant there.

```lean
/-- Under step flow the mean width at `t ≥ 0` is the initial one. -/
theorem mean_eq_initial {a b : ℝ} {l : ℝ → ZMod N → ℝ} (h : IsStepFlow a b l)
    {t : ℝ} (ht : 0 ≤ t) : mean (l t) = mean (l 0) :=
  constant_of_has_deriv_right_zero (f := fun s => mean (l s)) (a := 0) (b := t)
    (fun _ hx => (hasDerivAt_mean h hx.1).continuousAt.continuousWithinAt)
    (fun _ hx => (hasDerivAt_mean h hx.1).hasDerivWithinAt) t ⟨ht, le_rfl⟩
```

## (d) Variance and neighbour differences

Let $D=\sum_n(l_{n+1}-l_n)^2$. Show the discrete Poincaré inequality
$$V\le N D.$$

**Solution.** Walk from terrace $0$ to terrace $i<N$. Cauchy–Schwarz gives
$$(l_i-l_0)^2=\Big(\sum_{j<i}(l_{j+1}-l_j)\Big)^2\le i\sum_{j<i}(l_{j+1}-l_j)^2\le N D.$$
This is `hpath`; `hinj` ensures that no difference is counted twice. Expanding the square about $m$ gives `hmin`:
$$\sum_i(l_i-m)^2=\sum_i(l_i-l_0)^2-N(m-l_0)^2\le N\cdot N D.$$
Divide by $N$.

```lean
/-- Discrete Poincaré inequality: the width variance is at most `N` times the sum of the
squared differences between neighbouring terraces. -/
theorem variance_le (l : ZMod N → ℝ) :
    variance l ≤ N * ∑ n, (l (n + 1) - l n) ^ 2 := by
  have hN : (0 : ℝ) < N := by exact_mod_cast Nat.pos_of_ne_zero (NeZero.ne N)
  obtain ⟨D, hD⟩ : ∃ D, ∑ n, (l (n + 1) - l n) ^ 2 = D := ⟨_, rfl⟩
  rw [hD]
  -- walk from terrace 0 to terrace i and use Cauchy-Schwarz
  have hpath : ∀ i, (l i - l 0) ^ 2 ≤ N * D := by
    intro i
    have htel := Finset.sum_range_sub (fun j : ℕ => l (j : ZMod N)) i.val
    simp only [Nat.cast_add, Nat.cast_one, Nat.cast_zero, ZMod.natCast_zmod_val] at htel
    have hcs := sq_sum_le_card_mul_sum_sq (s := Finset.range i.val)
      (f := fun j : ℕ => l ((j : ZMod N) + 1) - l (j : ZMod N))
    simp only [htel, Finset.card_range] at hcs
    have hinj : Set.InjOn (fun j : ℕ => (j : ZMod N)) (Finset.range i.val : Set ℕ) := by
      intro x hx y hy hxy
      have hx' : x < N := (Finset.mem_range.mp (Finset.mem_coe.mp hx)).trans (ZMod.val_lt i)
      have hy' : y < N := (Finset.mem_range.mp (Finset.mem_coe.mp hy)).trans (ZMod.val_lt i)
      have hmod := (ZMod.natCast_eq_natCast_iff' x y N).mp hxy
      rwa [Nat.mod_eq_of_lt hx', Nat.mod_eq_of_lt hy'] at hmod
    have hsub : ∑ j ∈ Finset.range i.val, (l ((j : ZMod N) + 1) - l (j : ZMod N)) ^ 2 ≤ D :=
      calc _ = ∑ n ∈ (Finset.range i.val).image (fun j : ℕ => (j : ZMod N)),
            (l (n + 1) - l n) ^ 2 := (Finset.sum_image hinj).symm
        _ ≤ ∑ n, (l (n + 1) - l n) ^ 2 :=
            Finset.sum_le_sum_of_subset_of_nonneg (Finset.subset_univ _)
              (fun _ _ _ => sq_nonneg _)
        _ = D := hD
    exact hcs.trans (mul_le_mul (by exact_mod_cast (ZMod.val_lt i).le) hsub
      (Finset.sum_nonneg fun _ _ => sq_nonneg _) hN.le)
  have hS : ∑ n, l n = N * mean l := by
    unfold mean
    field_simp
  -- squared deviations from the mean in terms of those from the width of terrace 0
  have hmin : ∑ n, (l n - mean l) ^ 2
      = ∑ n, (l n - l 0) ^ 2 - N * (mean l - l 0) ^ 2 := by
    have e : ∀ n, (l n - mean l) ^ 2
        = (l n - l 0) ^ 2 - (mean l - l 0) * (2 * l n - (l 0 + mean l)) := by
      intro n
      ring
    rw [Finset.sum_congr rfl fun n _ => e n]
    simp only [Finset.sum_sub_distrib, ← Finset.mul_sum, hS, Finset.sum_const,
      Finset.card_univ, ZMod.card, nsmul_eq_mul]
    ring
  have hsum : ∑ n, (l n - l 0) ^ 2 ≤ N * (N * D) :=
    calc _ ≤ ∑ _n : ZMod N, N * D := Finset.sum_le_sum fun i _ => hpath i
      _ = _ := by simp only [Finset.sum_const, Finset.card_univ, ZMod.card, nsmul_eq_mul]
  unfold variance
  rw [div_le_iff₀ hN, hmin]
  nlinarith [mul_nonneg hN.le (sq_nonneg (mean l - l 0))]
```

## (e) A weighted variance

Let $\kappa=(a-b)/N^2$ and $F(t)=(b-a)\,V(t)\,e^{\kappa t}$. Show that
$$F(s)\le F(t)\qquad(0\le s\le t).$$

**Solution.** Put $u_n=l_n-m$, $S=\sum_n u_n^2$ and $C=\sum_n u_nu_{n+1}=\sum_n u_nu_{n-1}$. Since $m'=0$,
$$S'=\sum_n 2u_nl_n'=2a(C-S)+2b(S-C)=(b-a)(2S-2C)=(b-a)D.$$
Hence $V'=(b-a)D/N$, and the product rule gives
$$F'=\frac{(b-a)^2e^{\kappa t}}{N^2}\,(N D-V)\ge0$$
by (d). In the code, `hE` obtains $S'$ by applying (a) to a suitable $g$, and `monotoneOn_of_deriv_nonneg` passes from $F'\ge 0$ to monotonicity.

```lean
/-- Under step flow, `b - a` times the variance times `exp ((a - b) t / N ^ 2)` never
decreases for `t ≥ 0`. -/
theorem weighted_variance_monotone {a b : ℝ} {l : ℝ → ZMod N → ℝ} (h : IsStepFlow a b l) :
    MonotoneOn (fun t => (b - a) * (variance (l t) * Real.exp ((a - b) / N ^ 2 * t)))
      (Set.Ici 0) := by
  have hN : (0 : ℝ) < N := by exact_mod_cast Nat.pos_of_ne_zero (NeZero.ne N)
  have hd : ∀ t ∈ Set.Ici (0 : ℝ), HasDerivAt
      (fun t => (b - a) * (variance (l t) * Real.exp ((a - b) / N ^ 2 * t)))
      ((b - a) ^ 2 * Real.exp ((a - b) / N ^ 2 * t) / N ^ 2 *
        (N * ∑ n, (l t (n + 1) - l t n) ^ 2 - variance (l t))) t := by
    intro t ht
    have hsq : ∀ n, HasDerivAt (fun s => (l s n - mean (l s)) ^ 2)
        (2 * (l t n - mean (l t)) * rate a b (l t) n) t := by
      intro n
      have hp := ((h t ht n).fun_sub (hasDerivAt_mean h ht)).fun_pow 2
      simpa using hp
    -- summation by parts on the ring
    have hE : ∑ n, 2 * (l t n - mean (l t)) * rate a b (l t) n
        = (b - a) * ∑ n, (l t (n + 1) - l t n) ^ 2 := by
      rw [← sub_eq_zero, Finset.mul_sum, ← Finset.sum_sub_distrib]
      refine (Finset.sum_congr rfl fun n _ => ?_).trans
        (sum_step_eq_zero (fun n => (a - b) * (l t n - mean (l t)) ^ 2
          + 2 * b * ((l t (n - 1) - mean (l t)) * (l t n - mean (l t)))))
      simp only [rate, add_sub_cancel_right]
      ring
    have hv : HasDerivAt (fun s => variance (l s))
        ((b - a) * (∑ n, (l t (n + 1) - l t n) ^ 2) / N) t := by
      rw [← hE]
      exact (HasDerivAt.fun_sum (u := Finset.univ) (fun n _ => hsq n)).div_const (N : ℝ)
    have he := ((hasDerivAt_id' t).const_mul ((a - b) / (N : ℝ) ^ 2)).exp
    refine ((hv.fun_mul he).const_mul (b - a)).congr_deriv ?_
    field_simp
    ring
  refine monotoneOn_of_deriv_nonneg (convex_Ici 0)
    (fun t ht => (hd t ht).continuousAt.continuousWithinAt)
    (fun t ht => (hd t (interior_subset ht)).differentiableAt.differentiableWithinAt)
    (fun t ht => ?_)
  rw [(hd t (interior_subset ht)).deriv]
  exact mul_nonneg (by positivity) (sub_nonneg.mpr (variance_le (l t)))
```

## (f) Nonuniform trains

Suppose that two widths differ. Show that
$$V>0.$$

**Solution.** Not every width can equal $m$, so at least one square in the sum is positive and the others are nonnegative.

```lean
/-- A train with two different widths has positive variance. -/
theorem variance_pos {l : ZMod N → ℝ} (hl : ∃ i j, l i ≠ l j) : 0 < variance l := by
  have hN : (0 : ℝ) < N := by exact_mod_cast Nat.pos_of_ne_zero (NeZero.ne N)
  obtain ⟨i, j, hij⟩ := hl
  obtain ⟨k, hk⟩ : ∃ k, l k ≠ mean l := by
    by_contra hc
    have hc' : ∀ k, l k = mean l := fun k => not_not.mp fun h' => hc ⟨k, h'⟩
    exact hij ((hc' i).trans (hc' j).symm)
  exact div_pos (Finset.sum_pos' (fun _ _ => sq_nonneg _)
    ⟨k, Finset.mem_univ k, pow_pos_of_ne (sub_ne_zero.mpr hk)⟩) hN
where
  pow_pos_of_ne {x : ℝ} (hx : x ≠ 0) : 0 < x ^ 2 := by positivity
```

## (g) The case $a>b$

Show for every terrace $n$ that
$$\lim_{t\to\infty}l_n(t)=m(0).$$

**Solution.** Divide $F(0)\le F(t)$ by the negative number $b-a$ to get $V(t)\le V(0)e^{-\kappa t}$. One square is at most the whole sum, so with (c)
$$(l_n(t)-m(0))^2\le N V(t)\le N V(0)e^{-\kappa t}\to0.$$
The code squeezes the square with `squeeze_zero'` and then takes the root.

The limit assumes that the equations hold at all times, even if a width turns negative on the way. For $a>b>0$ and $N\ge3$ this can happen from positive widths: if $l_n=l_{n+1}=\varepsilon$ and $l_{n-1}=L$ at the start, then $l_n'=-b(L-\varepsilon)$ there, and for small enough $\varepsilon>0$ the width $l_n$ soon passes through zero. The two steps bounding that terrace then meet, and the model no longer describes the surface.

```lean
/-- Under step flow with `a > b`, every terrace width tends to the initial mean width. -/
theorem tendsto_equal_widths {a b : ℝ} {l : ℝ → ZMod N → ℝ} (h : IsStepFlow a b l)
    (hab : b < a) (n : ZMod N) : Tendsto (fun t => l t n) atTop (𝓝 (mean (l 0))) := by
  have hN : (0 : ℝ) < N := by exact_mod_cast Nat.pos_of_ne_zero (NeZero.ne N)
  have hk : 0 < (a - b) / (N : ℝ) ^ 2 := div_pos (sub_pos.mpr hab) (by positivity)
  have hlim : Tendsto (fun t : ℝ => N * variance (l 0) * Real.exp (-((a - b) / N ^ 2 * t)))
      atTop (𝓝 0) := by
    have h1 := (Real.tendsto_exp_neg_atTop_nhds_zero.comp
      (tendsto_id.const_mul_atTop hk)).const_mul (N * variance (l 0))
    rw [mul_zero] at h1
    exact h1
  have hsq : Tendsto (fun t => (l t n - mean (l 0)) ^ 2) atTop (𝓝 0) := by
    refine squeeze_zero' (Eventually.of_forall fun _ => sq_nonneg _)
      ((eventually_ge_atTop 0).mono fun t ht => ?_) hlim
    -- exponential decay of the variance
    have hm := weighted_variance_monotone h (Set.mem_Ici.mpr le_rfl) (Set.mem_Ici.mpr ht) ht
    simp only [mul_zero, Real.exp_zero, mul_one] at hm
    have hV : variance (l t) * Real.exp ((a - b) / N ^ 2 * t) ≤ variance (l 0) := by
      nlinarith
    have hone : (l t n - mean (l t)) ^ 2 ≤ N * variance (l t) := by
      have hs : N * variance (l t) = ∑ k, (l t k - mean (l t)) ^ 2 := by
        unfold variance
        field_simp
      rw [hs]
      exact Finset.single_le_sum (f := fun k => (l t k - mean (l t)) ^ 2)
        (fun _ _ => sq_nonneg _) (Finset.mem_univ n)
    rw [mean_eq_initial h ht] at hone
    refine hone.trans ?_
    rw [mul_assoc, Real.exp_neg, ← div_eq_mul_inv]
    exact mul_le_mul_of_nonneg_left ((le_div_iff₀ (Real.exp_pos _)).mpr hV) hN.le
  have habs := (Real.continuous_sqrt.tendsto 0).comp hsq
  simp only [Function.comp_def, Real.sqrt_sq_eq_abs, Real.sqrt_zero] at habs
  exact tendsto_sub_nhds_zero_iff.mp ((tendsto_zero_iff_abs_tendsto_zero _).mpr habs)
```

## (h) The case $a<b$

Start from widths that are not all equal. Show that
$$V(s)<V(t)\qquad(0\le s<t).$$

**Solution.** Now $b-a>0$, and (e) gives $V(0)\le V(s)e^{\kappa s}$, so $V(s)>0$ by (f). It also gives $V(t)\ge V(s)e^{-\kappa(t-s)}$, which exceeds $V(s)$ because $\kappa<0$. The code reaches the last step by contradiction. A single terrace has no nonuniform start, so the statement is empty for $N=1$.

```lean
/-- Under step flow with `a < b` and initial widths not all equal, the variance is strictly
increasing for all `t ≥ 0`. -/
theorem variance_strictMono {a b : ℝ} {l : ℝ → ZMod N → ℝ} (h : IsStepFlow a b l)
    (hab : a < b) (h0 : ∃ i j, l 0 i ≠ l 0 j) :
    StrictMonoOn (fun t => variance (l t)) (Set.Ici 0) := by
  have hN : (0 : ℝ) < N := by exact_mod_cast Nat.pos_of_ne_zero (NeZero.ne N)
  have hk : (a - b) / (N : ℝ) ^ 2 < 0 :=
    div_neg_of_neg_of_pos (sub_neg.mpr hab) (by positivity)
  intro s hs t ht hst
  have hm0 := le_of_mul_le_mul_left
    (weighted_variance_monotone h (Set.mem_Ici.mpr le_rfl) hs hs) (sub_pos.mpr hab)
  have hm := le_of_mul_le_mul_left
    (weighted_variance_monotone h hs ht hst.le) (sub_pos.mpr hab)
  simp only [mul_zero, Real.exp_zero, mul_one] at hm0
  -- the train stays nonuniform
  have hpos : 0 < variance (l s) :=
    pos_of_mul_pos_left ((variance_pos h0).trans_le hm0) (Real.exp_pos _).le
  have hexp : Real.exp ((a - b) / N ^ 2 * t) < Real.exp ((a - b) / N ^ 2 * s) :=
    Real.exp_lt_exp.mpr (mul_lt_mul_of_neg_left hst hk)
  by_contra hc
  have h1 := mul_le_mul_of_nonneg_right (not_lt.mp hc) (Real.exp_pos ((a - b) / N ^ 2 * t)).le
  have h2 := mul_lt_mul_of_pos_left hexp hpos
  exact absurd (hm.trans h1) (not_le_of_gt h2)
```

## (i) Crossing steps

Under the assumptions of (h), show that for some $t\ge0$ and some $n$
$$l_n(t)<0.$$

**Solution.** Suppose all widths stay nonnegative. They sum to $Nm$, so $0\le l_n\le Nm$, and therefore $V\le(Nm)^2$ at all times (`hB`). With $\gamma=-\kappa>0$, (e) gives
$$V(t)\ge V(0)e^{\gamma t}\ge V(0)(1+\gamma t).$$
At $t=(Nm)^2/(\gamma V(0))$ the right side is $V(0)+(Nm)^2$, a contradiction.

A negative width means that the two steps bounding the terrace are in the wrong order; if all widths were positive at the start, steps have crossed. The widths then no longer describe an ordered sequence of steps. The model has no rule for what happens when steps meet, such as merging, so it doesn't predict the shape of step bunches.

```lean
/-- Under step flow with `a < b` and initial widths not all equal, some width is negative at some
finite time `t ≥ 0`. -/
theorem exists_negative_width {a b : ℝ} {l : ℝ → ZMod N → ℝ} (h : IsStepFlow a b l)
    (hab : a < b) (h0 : ∃ i j, l 0 i ≠ l 0 j) : ∃ t, 0 ≤ t ∧ ∃ n, l t n < 0 := by
  have hN : (0 : ℝ) < N := by exact_mod_cast Nat.pos_of_ne_zero (NeZero.ne N)
  have hN1 : (1 : ℝ) ≤ N := by exact_mod_cast Nat.pos_of_ne_zero (NeZero.ne N)
  have hV0 := variance_pos h0
  have hc : 0 < (b - a) / (N : ℝ) ^ 2 := div_pos (sub_pos.mpr hab) (by positivity)
  by_contra hneg
  have hnn : ∀ t, 0 ≤ t → ∀ n, 0 ≤ l t n := fun t ht n =>
    not_lt.mp fun hlt => hneg ⟨t, ht, n, hlt⟩
  -- nonnegative widths of fixed mean have bounded variance
  have hB : ∀ t, 0 ≤ t → variance (l t) ≤ (N * mean (l 0)) ^ 2 := by
    intro t ht
    have hS : ∑ n, l t n = N * mean (l t) := by
      unfold mean
      field_simp
    have hm : 0 ≤ mean (l t) := div_nonneg (Finset.sum_nonneg fun n _ => hnn t ht n) hN.le
    rw [← mean_eq_initial h ht]
    unfold variance
    rw [div_le_iff₀ hN]
    calc _ ≤ ∑ _n : ZMod N, (N * mean (l t)) ^ 2 := by
          refine Finset.sum_le_sum fun n _ => ?_
          have h1 : l t n ≤ N * mean (l t) := hS ▸
            Finset.single_le_sum (f := l t) (fun k _ => hnn t ht k) (Finset.mem_univ n)
          have h2 := hnn t ht n
          exact sq_le_sq' (by nlinarith) (by linarith)
      _ = _ := by
          simp only [Finset.sum_const, Finset.card_univ, ZMod.card, nsmul_eq_mul]
          ring
  -- exponential growth passes this bound at an explicit time
  obtain ⟨t, ht_def⟩ : ∃ t, t = (N * mean (l 0)) ^ 2 /
      (variance (l 0) * ((b - a) / (N : ℝ) ^ 2)) := ⟨_, rfl⟩
  have ht : 0 ≤ t := by
    rw [ht_def]
    exact div_nonneg (sq_nonneg _) (mul_pos hV0 hc).le
  have hT : t * (variance (l 0) * ((b - a) / (N : ℝ) ^ 2)) = (N * mean (l 0)) ^ 2 := by
    rw [ht_def]
    exact div_mul_cancel₀ _ (mul_pos hV0 hc).ne'
  have hm := le_of_mul_le_mul_left (weighted_variance_monotone h
    (Set.mem_Ici.mpr le_rfl) (Set.mem_Ici.mpr ht) ht) (sub_pos.mpr hab)
  simp only [mul_zero, Real.exp_zero, mul_one] at hm
  have hk : (a - b) / (N : ℝ) ^ 2 * t = -((b - a) / (N : ℝ) ^ 2 * t) := by ring
  rw [hk, Real.exp_neg, ← div_eq_mul_inv, le_div_iff₀ (Real.exp_pos _)] at hm
  have hexp := mul_le_mul_of_nonneg_left
    (Real.add_one_le_exp ((b - a) / (N : ℝ) ^ 2 * t)) hV0.le
  have hbound := hB t ht
  linarith
```

## (j) An explicit pair of terraces

For $N=2$ and any real $m,c$, show that the equations are solved by
$$l_0=m+c\,e^{-2(a-b)t},\qquad l_1=m-c\,e^{-2(a-b)t}.$$

**Solution.** The difference $d=l_0-l_1=2c\,e^{-2(a-b)t}$ satisfies $d'=-2(a-b)d$. So $l_0'=d'/2=-(a-b)d$, as in the opening equation, and $l_1'=-l_0'$. The code checks the two terraces separately.

At $a=b$ with $c\ne0$ the widths stay constant and unequal. So $a>b$ in (g) can't be weakened to $a\ge b$, nor $a<b$ in (h) to $a\le b$. Taking $c=0$ and $m>0$ shows that (h) and (i) fail for a uniform start.

```lean
/-- Two terraces of widths `m ± c exp (-2 (a - b) t)` obey the step-flow equations. -/
theorem isStepFlow_witness (a b m c : ℝ) :
    IsStepFlow (N := 2) a b
      (fun t n => m + (if n = 0 then c else -c) * Real.exp (-2 * (a - b) * t)) := by
  intro t _ n
  have hd := ((((hasDerivAt_id' t).const_mul (-2 * (a - b))).exp).const_mul
    (if n = 0 then c else -c)).const_add m
  refine hd.congr_deriv ?_
  have key : ∀ k : ZMod 2, k = 0 ∨ k = 1 := by decide
  have e1 : (0 + 1 : ZMod 2) = 1 := by decide
  have e2 : (0 - 1 : ZMod 2) = 1 := by decide
  have e3 : (1 + 1 : ZMod 2) = 0 := by decide
  have e4 : (1 - 1 : ZMod 2) = 0 := by decide
  have e5 : ((1 : ZMod 2) = 0) = False := eq_false (by decide)
  rcases key n with rfl | rfl
  · simp only [rate, e1, e2, e5, if_true, if_false]
    ring
  · simp only [rate, e3, e4, e5, if_true, if_false]
    ring

end

end StepFlowStability
```

```lean
#print axioms StepFlowStability.tendsto_equal_widths
#print axioms StepFlowStability.variance_strictMono
#print axioms StepFlowStability.exists_negative_width
```

```
'StepFlowStability.tendsto_equal_widths' depends on axioms: [propext, Classical.choice, Quot.sound]
'StepFlowStability.variance_strictMono' depends on axioms: [propext, Classical.choice, Quot.sound]
'StepFlowStability.exists_negative_width' depends on axioms: [propext, Classical.choice, Quot.sound]
```
